# For n ≥ 1, the pairwise products of the orbitals $r^i e^{-ar}$, $i=1,\dots,n$, span a space of dimension $2n-1$

**Q:** Suppose I use all pairwise products of my radial orbitals as an auxiliary basis and try to invert their overlap matrix. With $\varphi_i(r)=r^i e^{-ar}$, $a>0$, this fails at three orbitals: $\varphi_1\varphi_3=\varphi_2\varphi_2$, so two of the six products coincide and the matrix is singular. You claim to know how many functions survive for every $n$. Can you derive that by hand first?

**A:** Yes. Multiplying two orbitals adds the powers and the exponents:
$$\varphi_i\varphi_j=r^{i+j}e^{-2ar}.$$
For $1\le i,j\le n$ the sum $k=i+j$ lies between $2$ and $2n$. Every such $k$ occurs: take $i=\min(k-1,n)$ and $j=k-i$. The products therefore span the same space as the functions $r^k e^{-2ar}$ with $k=2,\dots,2n$.

These functions are independent. If $\sum_k c_k r^k e^{-2ar}=0$ for all $r>0$, divide by the exponential, which is never zero. The polynomial $\sum_k c_k r^k$ then has infinitely many roots, so every $c_k$ vanishes. There are $2n-1$ integers from $2$ to $2n$, and that is the dimension. The number of unordered pairs, with $i=j$ allowed, is $n(n+1)/2$.

**Q:** What are the orbitals in the formal version? I don't see a Hilbert space.

**A:** There is none. A `Radial` is any real function on the open half-line, and `orbital a i` is $\varphi_i$ without normalisation. Rescaling each orbital by a nonzero constant would not change the span of the products.

```lean
import Mathlib

open Module

namespace MixedProductBasis

noncomputable section

/-- Real radial functions on the half-line `r > 0`. -/
abbrev Radial := Set.Ioi (0 : ℝ) → ℝ

/-- The radial orbital `r ^ i * exp (-a r)`. -/
def orbital (a : ℝ) (i : ℕ) : Radial :=
  fun r => (r : ℝ) ^ i * Real.exp (-a * (r : ℝ))
```

**Q:** And $a>0$ has disappeared.

**A:** The exponent `a` is any real number, so your decaying orbitals are a special case. Positivity makes the overlap integrals converge, but the dimension count uses no integrals.

**Q:** How do the products enter?

**A:** In two ways. `productSpace a b n m` allows two shells, with exponents $a$ and $b$ and with $n$ and $m$ orbitals, and takes the span of all products of one orbital from each. `pairProduct a n` is the list you started from: one product per unordered pair from a single shell. `Sym2 (Fin n)` is the type of unordered pairs, including pairs of equal members. Since `Fin n` counts from zero, index `i` stands for the power $i+1$. Commutativity of multiplication makes the product independent of the order of the pair.

```lean
/-- The space spanned by all products of an orbital `r ^ i * exp (-a r)`, `i = 1, ..., n`,
with an orbital `r ^ j * exp (-b r)`, `j = 1, ..., m`. -/
def productSpace (a b : ℝ) (n m : ℕ) : Submodule ℝ Radial :=
  Submodule.span ℝ {f | ∃ i ∈ Finset.Icc 1 n, ∃ j ∈ Finset.Icc 1 m,
    f = orbital a i * orbital b j}

/-- The products of the orbitals `r ^ i * exp (-a r)`, `i = 1, ..., n`, with one product for
each unordered pair of orbitals; the index `i : Fin n` stands for the power `i + 1`. -/
def pairProduct (a : ℝ) (n : ℕ) : Sym2 (Fin n) → Radial :=
  Sym2.lift ⟨fun i j : Fin n => orbital a (i.val + 1) * orbital a (j.val + 1),
    fun _ _ => mul_comm _ _⟩
```

**Q:** Then show me where your first step is proved.

**A:** Here, for two exponents at once: $\varphi_i$ with exponent $a$ times $\varphi_j$ with exponent $b$ has power $i+j$ and exponent $a+b$. The proof evaluates at a point $r$ and uses the addition rules `pow_add` and `Real.exp_add`.

```lean
/-- The product of two orbitals is an orbital whose exponent and power are the sums of
those of the factors. -/
theorem orbital_mul (a b : ℝ) (i j : ℕ) :
    orbital a i * orbital b j = orbital (a + b) (i + j) := by
  funext r
  simp only [orbital, Pi.mul_apply]
  rw [pow_add, show -(a + b) * (r : ℝ) = -a * (r : ℝ) + -b * (r : ℝ) by ring, Real.exp_add]
  ring
```

**Q:** And independence? Agreement at a few grid points would not convince me.

**A:** A vanishing combination is an equality of functions, so it holds at every $r>0$. The proof takes a finite combination with coefficients `g k`, factors out the exponential (`h2`) and cancels it (`h3`). The remaining polynomial has the whole half-line among its roots, so `Polynomial.eq_zero_of_infinite_isRoot` makes it zero. Reading off coefficient `i` gives `g i = 0`.

```lean
/-- Orbitals with a common exponent and different powers of `r` are linearly independent
on `r > 0`. -/
theorem orbital_linearIndependent (a : ℝ) : LinearIndependent ℝ (orbital a) := by
  rw [linearIndependent_iff']
  intro s g hg i hi
  -- the polynomial prefactor of a vanishing combination has every `r > 0` as a root
  have hp : (∑ k ∈ s, Polynomial.monomial k (g k)) = 0 := by
    apply Polynomial.eq_zero_of_infinite_isRoot
    refine (Set.Ioi_infinite (0 : ℝ)).mono ?_
    intro r hr
    have h := congrFun hg ⟨r, hr⟩
    simp only [Finset.sum_apply, Pi.smul_apply, smul_eq_mul, orbital, Pi.zero_apply] at h
    have h2 : (∑ k ∈ s, g k * r ^ k) * Real.exp (-a * r) = 0 := by
      rw [Finset.sum_mul]
      refine Eq.trans (Finset.sum_congr rfl fun k _ => ?_) h
      exact mul_assoc _ _ _
    have h3 := (mul_eq_zero.mp h2).resolve_right (Real.exp_ne_zero _)
    show Polynomial.eval r _ = 0
    rw [Polynomial.eval_finsetSum]
    simpa only [Polynomial.eval_monomial] using h3
  -- hence each of its coefficients vanishes
  have hc := congrArg (fun p => Polynomial.coeff p i) hp
  simpa [Polynomial.finsetSum_coeff, Polynomial.coeff_monomial, hi] using hc
```

**Q:** You also need every power between the extremes to occur.

**A:** The next theorem states that the two spans are equal, and its proof shows that the two sets of spanning functions are already the same. In one direction, $i+j$ lies between $2$ and $n+m$. In the other, $k$ is split into $\min(k-1,n)$ and the remainder, as above; `omega` checks that both parts are in range.

```lean
/-- If both shells contain at least one orbital, their product space is spanned by the
functions `r ^ k * exp (-(a + b) r)` with `k = 2, ..., n + m`. -/
theorem productSpace_eq_span (a b : ℝ) {n m : ℕ} (hn : 1 ≤ n) (hm : 1 ≤ m) :
    productSpace a b n m = Submodule.span ℝ
      (Set.range fun k : Finset.Icc 2 (n + m) => orbital (a + b) k.val) := by
  unfold productSpace
  congr 1
  ext f
  constructor
  · rintro ⟨i, hi, j, hj, rfl⟩
    rw [Finset.mem_Icc] at hi hj
    exact ⟨⟨i + j, Finset.mem_Icc.mpr ⟨by omega, by omega⟩⟩, (orbital_mul a b i j).symm⟩
  · rintro ⟨⟨k, hk⟩, rfl⟩
    rw [Finset.mem_Icc] at hk
    -- split the power `k` into one admissible power from each shell
    refine ⟨min (k - 1) n, Finset.mem_Icc.mpr ⟨by omega, by omega⟩,
      k - min (k - 1) n, Finset.mem_Icc.mpr ⟨by omega, by omega⟩, ?_⟩
    rw [orbital_mul, show min (k - 1) n + (k - min (k - 1) n) = k by omega]
```

The dimension is then the number of integers from $2$ to $n+m$, because independent functions span a space whose dimension is their number.

```lean
/-- The products of a shell of `n ≥ 1` orbitals with a shell of `m ≥ 1` orbitals span a space
of dimension `n + m - 1`, whatever the two exponents. -/
theorem finrank_productSpace (a b : ℝ) {n m : ℕ} (hn : 1 ≤ n) (hm : 1 ≤ m) :
    finrank ℝ (productSpace a b n m) + 1 = n + m := by
  have hli : LinearIndependent ℝ
      (fun k : Finset.Icc 2 (n + m) => orbital (a + b) k.val) :=
    (orbital_linearIndependent (a + b)).comp _ Subtype.val_injective
  rw [productSpace_eq_span a b hn hm, finrank_span_eq_card hli, Fintype.card_coe,
    Nat.card_Icc]
  omega
```

**Q:** Why write "dimension $+1=n+m$" instead of $n+m-1$?

**A:** Subtraction of natural numbers in Lean stops at zero. With the $+1$ on the left, no subtraction is left to be cut off. With two empty shells the equation would read $1=0$, which is false, whereas the version with $n+m-1$ would read $0=0$ and hold by accident.

**Q:** My list has unordered pairs, though, while `productSpace` runs over ordered ones.

**A:** The two spans agree when both shells are the same. This proof matches the generators in both directions, shifting the indices by one.

```lean
/-- The products over unordered pairs of orbitals span the product space of the shell
with itself. -/
theorem span_pairProduct (a : ℝ) (n : ℕ) :
    Submodule.span ℝ (Set.range (pairProduct a n)) = productSpace a a n n := by
  unfold productSpace
  congr 1
  ext f
  constructor
  · rintro ⟨p, rfl⟩
    induction p using Sym2.ind with
    | _ i j =>
      have hi := i.isLt
      have hj := j.isLt
      exact ⟨i.val + 1, Finset.mem_Icc.mpr ⟨by omega, by omega⟩,
        j.val + 1, Finset.mem_Icc.mpr ⟨by omega, by omega⟩, rfl⟩
  · rintro ⟨i, hi, j, hj, rfl⟩
    rw [Finset.mem_Icc] at hi hj
    refine ⟨s(⟨i - 1, by omega⟩, ⟨j - 1, by omega⟩), ?_⟩
    show orbital a (i - 1 + 1) * orbital a (j - 1 + 1) = _
    rw [Nat.sub_add_cancel hi.1, Nat.sub_add_cancel hj.1]
```

The single-shell result follows. Its first half counts the unordered pairs, its second half gives the dimension of the span of their products by setting $b=a$ and $m=n$.

```lean
/-- For `n ≥ 1` orbitals `r ^ i * exp (-a r)`, `i = 1, ..., n`, there are `n (n + 1) / 2` unordered
pairs (equal members allowed), and the products of these pairs span a space of dimension `2 n - 1`.
-/
theorem product_basis_grows_linearly (a : ℝ) {n : ℕ} (hn : 1 ≤ n) :
    Fintype.card (Sym2 (Fin n)) = n * (n + 1) / 2 ∧
      finrank ℝ (Submodule.span ℝ (Set.range (pairProduct a n))) + 1 = 2 * n := by
  constructor
  · rw [Sym2.card, Fintype.card_fin, Nat.choose_two_right, Nat.add_sub_cancel, mul_comm]
  · rw [span_pairProduct, finrank_productSpace a a hn hn, two_mul]
```

**Q:** How much redundancy is that?

**A:** For $n+1$ orbitals there are $(n+1)(n+2)/2$ products and $2n+1$ dimensions, which leaves
$$\frac{(n+1)(n+2)}{2}-(2n+1)=\frac{n(n-1)}{2}$$
independent linear relations. In the theorem, `Fintype.linearCombination` sends a list of coefficients to the corresponding sum of products, so its kernel is the space of relations, and `n.choose 2` is $n(n-1)/2$. The proof is rank-nullity, with Pascal's rule applied twice for the binomial coefficients. At $n=2$, which means three orbitals, it gives one relation: the one you found.

```lean
/-- Take the orbitals `r ^ i * exp (-a r)`, `i = 1, ..., n + 1`, and list one product for each
unordered pair of them. The linear relations among the entries of this list form a space of
dimension `n.choose 2`, that is `n (n - 1) / 2`. -/
theorem finrank_relations (a : ℝ) (n : ℕ) :
    finrank ℝ (LinearMap.ker (Fintype.linearCombination ℝ (pairProduct a (n + 1)))) =
      n.choose 2 := by
  -- rank-nullity for the map from coefficients to radial functions
  have h := LinearMap.finrank_range_add_finrank_ker
    (Fintype.linearCombination ℝ (pairProduct a (n + 1)))
  rw [Fintype.range_linearCombination, Module.finrank_fintype_fun_eq_card, Sym2.card,
    Fintype.card_fin] at h
  have hd := (product_basis_grows_linearly a (Nat.succ_pos n)).2
  have h1 : (n + 1 + 1).choose 2 = (n + 1) + (n + 1).choose 2 :=
    (Nat.choose_succ_succ' (n + 1) 1).trans (by rw [Nat.choose_one_right])
  have h2 : (n + 1).choose 2 = n + n.choose 2 :=
    (Nat.choose_succ_succ' n 1).trans (by rw [Nat.choose_one_right])
  simp only [Nat.succ_eq_add_one] at hd
  omega

end

end MixedProductBasis
```

```lean
#print axioms MixedProductBasis.finrank_productSpace
#print axioms MixedProductBasis.finrank_relations
```

```
'MixedProductBasis.finrank_productSpace' depends on axioms: [propext, Classical.choice, Quot.sound]
'MixedProductBasis.finrank_relations' depends on axioms: [propext, Classical.choice, Quot.sound]
```

**Q:** Does this describe the mixed product basis in my LAPW code?

**A:** Only as a model. For radial functions on one centre with one common exponent and the consecutive powers $1,\dots,n$, it says that the auxiliary basis, once the redundant products are removed, and with it the dimension of a Coulomb matrix expanded in that basis, grows linearly with the number of orbitals. LAPW radial functions are numerical solutions inside a muffin-tin sphere and need not have this form. Angular factors and interstitial plane waves are absent here too.

**Q:** Would linear growth survive if every orbital had its own exponent?

**A:** Not in general. Take $r^i e^{-a_i r}$ with all the sums $a_i+a_j$ for $i\le j$ different: the products $r^{i+j}e^{-(a_i+a_j)r}$ then have distinct exponents, hence are independent, and all $n(n+1)/2$ remain. The linear growth comes from the shared exponent together with consecutive powers.

**Q:** And near-dependence, which is what my diagonalisation of the overlap matrix actually meets?

**A:** That depends on an inner product and a threshold, and the theorems contain neither. They count exact linear relations, so the $2n-1$ surviving functions may still have a badly conditioned overlap matrix.
